# The lattice gas on a finite regular graph as an Ising model, and its half-coverage point

Let the lattice be a finite simple graph with $N$ sites, each having exactly $z$ neighbours. Write $A_{ij}=1$ if $i$ and $j$ are neighbours and $A_{ij}=0$ otherwise. For any real site quantity $x_i$, the bond sum is

$$B(x)=\tfrac12\sum_{i,j}A_{ij}\,x_ix_j ,$$

where the factor $\tfrac12$ makes each bond count once. The lattice-gas and Ising energies are

$$E_{\rm gas}(n)=-\varepsilon B(n)-\mu\sum_i n_i,\qquad E_{\rm Is}(s)=-J B(s)-h\sum_i s_i .$$

Here $\varepsilon$ is the energy gained when two neighbouring sites are both occupied (negative for repulsion), and $\mu$ is the chemical potential of the particle reservoir, measured from the energy of an isolated particle on a site (which is negative if the site binds it). Occupations $n_i\in\{0,1\}$ correspond to spins $s_i=2n_i-1$, with magnetisation $M=\sum_i s_i$. The coverage $\theta$ is the average of $\frac1N\sum_i n_i$ over all $2^N$ configurations, with weights $w=e^{-\beta E_{\rm gas}}$, where $\beta=1/(k_{\rm B}T)$ is the inverse temperature, and normalisation $Z=\sum_c w(c)$.

## From occupations to spins

The energies are related by

$$E_{\rm gas}(n)=E_{\rm Is}(s)-\frac{\varepsilon zN}{8}-\frac{\mu N}{2},\qquad J=\frac{\varepsilon}{4},\quad h=\frac{\mu}{2}+\frac{z\varepsilon}{4}.$$

To see this, expand $s_is_j=4n_in_j-2n_i-2n_j+1$ on every bond. Regularity gives $\sum_{i,j}A_{ij}n_j=z\sum_j n_j$, and likewise with $n_i$, while $\sum_{i,j}A_{ij}=zN$. Hence

$$B(s)=4B(n)-2z\sum_i n_i+\frac{zN}{2}.$$

Solving for $B(n)$ and inserting $\sum_i n_i=(M+N)/2$ gives

$$B(n)=\tfrac14B(s)+\tfrac z4M+\tfrac{zN}{8}.$$

Multiplying by $-\varepsilon$ and subtracting $\mu(M+N)/2$ yields the stated energy.

## The sign of the deviation from half coverage

For $\beta>0$ and $N\ge1$, the coverage is $\tfrac12$ exactly when $\mu=-z\varepsilon/2$, and larger exactly when $\mu>-z\varepsilon/2$.

Set $a=\mu+z\varepsilon/2=2h$. Exchanging particles and holes, $n_i\to1-n_i$, flips every spin. The bond sum $B(s)$ is unchanged and $M$ changes sign, so the energy changes by $2hM=aM$. If $\bar c$ is the image of $c$, then $M(\bar c)=-M(c)$ and $w(\bar c)=w(c)e^{-\beta aM(c)}$. Relabelling the sum over configurations gives

$$\sum_c Mw=-\sum_c Mw\,e^{-\beta aM},\qquad\text{so}\qquad 2\sum_c Mw=\sum_c Mw\,(1-e^{-\beta aM}).$$

Since $\theta-\tfrac12=\frac{1}{2NZ}\sum_c Mw$,

$$\theta-\frac12=\frac{1}{4NZ}\sum_c M w\,(1-e^{-\beta aM}).$$

If $a=0$, every term vanishes. If $a\neq0$, multiply by $\beta a$: each term becomes $w\,x(1-e^{-x})$ with $x=\beta aM$. This is positive for $x\ne0$, because the two factors then have the same sign, and zero for $x=0$. The full lattice has $M=N$ and contributes strictly, so $a(\theta-\tfrac12)>0$.

## Use in a Monte Carlo program

For a lattice-gas model of adsorption on equivalent sites, each with $z$ neighbours and with interactions between neighbours only, the map lets an Ising program do the simulation. On a periodic square lattice with side at least 3, $z=4$, so $J=\varepsilon/4$, $h=\mu/2+\varepsilon$, and half coverage lies at $\mu=-2\varepsilon$. Filling an empty site with $k$ occupied neighbours costs $-\varepsilon k-\mu$. The corresponding spin flip costs $-2J(2k-z)-2h$, which is the same number, and comparing the two tests an implementation. With open edges and side at least 3, the sites have different numbers $z_i$ of neighbours. The same expansion then gives a site-dependent field $h_i=\mu/2+z_i\varepsilon/4$, so for $\varepsilon\neq0$ a single uniform field no longer suffices.

## Energies, configurations and averages in Lean

The sites form a finite type `V`, and the lattice is a `SimpleGraph` on it, which excludes self-bonds and double bonds.

```lean
import Mathlib

open Finset

namespace LatticeGasIsing

noncomputable section

variable {V : Type*} [Fintype V] (G : SimpleGraph V) [DecidableRel G.Adj]
```

The bond sum runs over ordered pairs, as above.

```lean
/-- The sum of `x i * x j` over the bonds of the lattice, written as half the sum over
ordered pairs of neighbours. -/
def bondSum (x : V → ℝ) : ℝ :=
  (1 / 2) * ∑ i, ∑ j, if G.Adj i j then x i * x j else 0
```

Both energies are defined for arbitrary real values on the sites, so the energy map will hold for fractional occupations too.

```lean
/-- Lattice-gas energy with neighbour attraction `ε` and chemical potential `μ`. -/
def gasEnergy (ε μ : ℝ) (n : V → ℝ) : ℝ := -ε * bondSum G n - μ * ∑ i, n i

/-- Ising energy with coupling `J` and field `h`. -/
def isingEnergy (J h : ℝ) (s : V → ℝ) : ℝ := -J * bondSum G s - h * ∑ i, s i
```

A microscopic configuration is a map `V → Bool`, with `true` for an occupied site. `occ` turns it into numbers and `magnetisation` is $M$.

```lean
/-- Occupation numbers, 0 or 1, of a configuration. -/
def occ (c : V → Bool) (i : V) : ℝ := if c i = true then 1 else 0

/-- Total magnetisation of the spins `2 n - 1` belonging to a configuration. -/
def magnetisation (c : V → Bool) : ℝ := ∑ i, (2 * occ c i - 1)
```

The weights are unnormalised; `coverage` divides by their sum. The particle number is free to vary.

```lean
/-- Grand-canonical Boltzmann weight of a configuration at inverse temperature `β`. -/
def weight (β ε μ : ℝ) (c : V → Bool) : ℝ := Real.exp (-β * gasEnergy G ε μ (occ c))

/-- Mean coverage: the thermal average of the fraction of occupied sites. -/
def coverage [DecidableEq V] (β ε μ : ℝ) : ℝ :=
  (∑ c : V → Bool, (∑ i, occ c i) / (Fintype.card V : ℝ) * weight G β ε μ c) /
    ∑ c : V → Bool, weight G β ε μ c
```

## The energy map

The hypothesis `G.IsRegularOfDegree z` says that every site has $z$ neighbours. The first lemma uses it to count: after the order of summation is exchanged, each $x_j$ is multiplied by the number of its neighbours.

```lean
variable {G} {z : ℕ}

/-- On a `z`-regular lattice, summing a site quantity over all neighbours of all sites
counts every site `z` times. -/
theorem sum_neighbours (hG : G.IsRegularOfDegree z) (x : V → ℝ) :
    ∑ i, ∑ j, (if G.Adj i j then x j else 0) = (z : ℝ) * ∑ i, x i := by
  rw [Finset.sum_comm, Finset.mul_sum]
  refine Finset.sum_congr rfl fun j _ => ?_
  have hset : Finset.univ.filter (fun i => G.Adj i j) = G.neighborFinset j := by
    ext i
    simp only [Finset.mem_filter, Finset.mem_univ, true_and, SimpleGraph.mem_neighborFinset]
    exact G.adj_comm i j
  have hd : ∑ i, (if G.Adj i j then (1 : ℝ) else 0) = (z : ℝ) := by
    rw [Finset.sum_boole, hset, SimpleGraph.card_neighborFinset_eq_degree, hG.degree_eq j]
  rw [← hd, Finset.sum_mul]
  refine Finset.sum_congr rfl fun i _ => ?_
  split_ifs <;> simp
```

Next comes the relation between $B(s)$ and $B(n)$. The step `key` is the expansion of $s_is_j$, and `h1`, `h2` and `h3` evaluate the sums in it that do not contain the product $n_in_j$.

```lean
/-- The bond sum of the spins `2 n - 1` in terms of the bond sum and the total of `n`. -/
theorem bondSum_spin (hG : G.IsRegularOfDegree z) (n : V → ℝ) :
    bondSum G (fun i => 2 * n i - 1) =
      4 * bondSum G n - 2 * z * ∑ i, n i + z * (Fintype.card V : ℝ) / 2 := by
  have h1 := sum_neighbours hG n
  have h2 : ∑ i, ∑ j, (if G.Adj i j then n i else 0) = (z : ℝ) * ∑ i, n i := by
    rw [← h1, Finset.sum_comm]
    exact Finset.sum_congr rfl fun i _ => Finset.sum_congr rfl fun j _ =>
      if_congr (G.adj_comm j i) rfl rfl
  have h3 := sum_neighbours hG (fun _ => (1 : ℝ))
  simp only [Finset.sum_const, Finset.card_univ, nsmul_eq_mul, mul_one] at h3
  -- expand the product of two spins on every bond
  have key : ∑ i, ∑ j, (if G.Adj i j then (2 * n i - 1) * (2 * n j - 1) else 0) =
      4 * (∑ i, ∑ j, if G.Adj i j then n i * n j else 0)
        - 2 * (∑ i, ∑ j, if G.Adj i j then n i else 0)
        - 2 * (∑ i, ∑ j, if G.Adj i j then n j else 0)
        + ∑ i, ∑ j, (if G.Adj i j then (1 : ℝ) else 0) := by
    simp only [Finset.mul_sum, ← Finset.sum_sub_distrib, ← Finset.sum_add_distrib]
    refine Finset.sum_congr rfl fun i _ => Finset.sum_congr rfl fun j _ => ?_
    split_ifs <;> ring
  simp only [bondSum]
  rw [key, h1, h2, h3]
  ring
```

With that relation and the total of the spins, the energy identity is a matter of algebra, closed by `ring`. It holds for every real `ε` and `μ`.

```lean
/-- The lattice-gas energy is the Ising energy of the spins `2 n - 1` with `J = ε/4` and
`h = μ/2 + z ε/4`, shifted by the constant `-ε z N/8 - μ N/2`. -/
theorem gas_eq_ising (hG : G.IsRegularOfDegree z) (ε μ : ℝ) (n : V → ℝ) :
    gasEnergy G ε μ n =
      isingEnergy G (ε / 4) (μ / 2 + z * ε / 4) (fun i => 2 * n i - 1)
        - ε * z * (Fintype.card V : ℝ) / 8 - μ * (Fintype.card V : ℝ) / 2 := by
  have hs : ∑ i, (2 * n i - 1) = 2 * ∑ i, n i - (Fintype.card V : ℝ) := by
    rw [Finset.sum_sub_distrib, ← Finset.mul_sum]
    simp
  simp only [gasEnergy, isingEnergy]
  rw [bondSum_spin hG, hs]
  ring
```

The particle–hole rule follows by applying the map to both $n$ and $1-n$. The product of two reversed spins is unchanged (`neg_mul_neg`), so only the field term differs.

```lean
/-- Exchanging particles and holes changes the lattice-gas energy by `μ + z ε/2` times the
magnetisation. -/
theorem particle_hole (hG : G.IsRegularOfDegree z) (ε μ : ℝ) (n : V → ℝ) :
    gasEnergy G ε μ (fun i => 1 - n i) =
      gasEnergy G ε μ n + (μ + z * ε / 2) * ∑ i, (2 * n i - 1) := by
  have hflip : (fun i => 2 * (1 - n i) - 1) = fun i => -(2 * n i - 1) := by
    funext i
    ring
  -- in spin language the exchange is a global spin flip
  have e1 : gasEnergy G ε μ (fun i => 1 - n i) =
      isingEnergy G (ε / 4) (μ / 2 + z * ε / 4) (fun i => -(2 * n i - 1))
        - ε * z * (Fintype.card V : ℝ) / 8 - μ * (Fintype.card V : ℝ) / 2 := by
    rw [← hflip]
    exact gas_eq_ising hG ε μ _
  rw [e1, gas_eq_ising hG ε μ n]
  simp only [isingEnergy, bondSum, neg_mul_neg, Finset.sum_neg_distrib]
  ring
```

## Pairing configurations

From here on the lattice has at least one site. The next theorem is the paired formula for $\theta-\tfrac12$, valid for any real `β`. Its facts `hocc`, `hM` and `hw` describe how occupations, magnetisation and weight change under the exchange.

The proof turns on the permutation `e`. A finite sum may be relabelled only by a bijection, and `Function.Involutive.toPerm` builds one from a map that undoes itself; the evidence required is just that negating a Boolean twice restores it. `Equiv.sum_comp` then states that summing $f(e(c))$ gives the same result as summing $f(c)$. In `hflip` it is read from right to left, which replaces every configuration by its image without listing any. Writing $2\sum_c Mw$ as two copies and rewriting only the second (`nth_rewrite 2`) produces the factor $1-e^{-\beta aM}$.

```lean
variable [DecidableEq V] [Nonempty V]

/-- The deviation of the coverage from one half, as a sum in which each configuration is
paired with its particle-hole image. -/
theorem coverage_sub_half (hG : G.IsRegularOfDegree z) (β ε μ : ℝ) :
    coverage G β ε μ - 1 / 2 =
      (∑ c : V → Bool, magnetisation c * weight G β ε μ c *
        (1 - Real.exp (-(β * (μ + z * ε / 2) * magnetisation c)))) /
      (4 * (Fintype.card V : ℝ) * ∑ c : V → Bool, weight G β ε μ c) := by
  have hocc : ∀ c : V → Bool, occ (fun i => !c i) = fun i => 1 - occ c i := by
    intro c
    funext i
    cases h : c i <;> simp [occ, h]
  have hM : ∀ c : V → Bool, magnetisation (fun i => !c i) = -magnetisation c := by
    intro c
    have h : ∀ i, occ (fun k => !c k) i = 1 - occ c i := fun i => congrFun (hocc c) i
    simp only [magnetisation, h]
    rw [← Finset.sum_neg_distrib]
    exact Finset.sum_congr rfl fun i _ => by ring
  have hw : ∀ c : V → Bool, weight G β ε μ (fun i => !c i) =
      weight G β ε μ c * Real.exp (-(β * (μ + z * ε / 2) * magnetisation c)) := by
    intro c
    simp only [weight]
    rw [hocc, particle_hole hG, ← Real.exp_add]
    congr 1
    simp only [magnetisation]
    ring
  -- relabel the configurations by exchanging particles and holes
  let e : Equiv.Perm (V → Bool) := Function.Involutive.toPerm (fun c i => !c i)
    (fun c => funext fun i => Bool.not_not (c i))
  have hflip : ∑ c : V → Bool, magnetisation c * weight G β ε μ c =
      ∑ c : V → Bool, -magnetisation c * (weight G β ε μ c *
        Real.exp (-(β * (μ + z * ε / 2) * magnetisation c))) := by
    calc _ = ∑ c : V → Bool, magnetisation (fun i => !c i) * weight G β ε μ (fun i => !c i) :=
          (Equiv.sum_comp e (fun c => magnetisation c * weight G β ε μ c)).symm
      _ = _ := Finset.sum_congr rfl fun c _ => by rw [hM, hw]
  have hS : ∑ c : V → Bool, magnetisation c * weight G β ε μ c *
        (1 - Real.exp (-(β * (μ + z * ε / 2) * magnetisation c))) =
      2 * ∑ c : V → Bool, magnetisation c * weight G β ε μ c := by
    rw [two_mul]
    nth_rewrite 2 [hflip]
    rw [← Finset.sum_add_distrib]
    exact Finset.sum_congr rfl fun c _ => by ring
  have hN0 : (Fintype.card V : ℝ) ≠ 0 := Nat.cast_ne_zero.mpr Fintype.card_ne_zero
  have hZ0 : ∑ c : V → Bool, weight G β ε μ c ≠ 0 :=
    (Finset.sum_pos (fun c _ => Real.exp_pos _) Finset.univ_nonempty).ne'
  have hN : ∑ c : V → Bool, (∑ i, occ c i) / (Fintype.card V : ℝ) * weight G β ε μ c =
      (∑ c : V → Bool, magnetisation c * weight G β ε μ c +
        (Fintype.card V : ℝ) * ∑ c : V → Bool, weight G β ε μ c) /
        (2 * (Fintype.card V : ℝ)) := by
    rw [Finset.mul_sum, ← Finset.sum_add_distrib, Finset.sum_div]
    refine Finset.sum_congr rfl fun c _ => ?_
    have hm : magnetisation c = 2 * ∑ i, occ c i - (Fintype.card V : ℝ) := by
      unfold magnetisation
      rw [Finset.sum_sub_distrib, ← Finset.mul_sum]
      simp
    rw [hm]
    ring
  have alg : ∀ A N Z : ℝ, N ≠ 0 → Z ≠ 0 →
      (A + N * Z) / (2 * N) / Z - 1 / 2 = 2 * A / (4 * N * Z) := by
    intro A N Z h1 h2
    field_simp
    ring
  unfold coverage
  rw [hN, hS]
  exact alg _ _ _ hN0 hZ0
```

## Coverage against chemical potential

The sign argument starts from $x(1-e^{-x})>0$ for $x\neq0$, proved as `hx` separately for negative and positive $x$. `Finset.sum_pos'` needs nonnegative terms and one strictly positive term, here the full lattice. Positivity of `β` allows it to be divided out at the end.

```lean
/-- At positive temperature the deviation of the coverage from one half has the same sign as
`μ + z ε/2`, whenever the latter is nonzero. -/
theorem coverage_sign (hG : G.IsRegularOfDegree z) {β ε μ : ℝ} (hβ : 0 < β)
    (ha : μ + z * ε / 2 ≠ 0) :
    0 < (μ + z * ε / 2) * (coverage G β ε μ - 1 / 2) := by
  have hx : ∀ x : ℝ, x ≠ 0 → 0 < x * (1 - Real.exp (-x)) := by
    intro x h
    rcases lt_or_gt_of_ne h with h | h
    · have := Real.add_one_le_exp (-x)
      exact mul_pos_of_neg_of_neg h (by linarith)
    · have : Real.exp (-x) < 1 := Real.exp_lt_one_iff.mpr (by linarith)
      exact mul_pos h (by linarith)
  have hx0 : ∀ x : ℝ, 0 ≤ x * (1 - Real.exp (-x)) := by
    intro x
    by_cases h : x = 0
    · simp [h]
    · exact (hx x h).le
  have hN : (0 : ℝ) < Fintype.card V := Nat.cast_pos.mpr Fintype.card_pos
  have hfull : magnetisation (fun _ : V => true) = (Fintype.card V : ℝ) := by
    norm_num [magnetisation, occ]
  -- every term is nonnegative, and the full lattice contributes strictly
  have hT : 0 < ∑ c : V → Bool, weight G β ε μ c *
      (β * (μ + z * ε / 2) * magnetisation c *
        (1 - Real.exp (-(β * (μ + z * ε / 2) * magnetisation c)))) := by
    refine Finset.sum_pos' (fun c _ => mul_nonneg (Real.exp_pos _).le (hx0 _))
      ⟨fun _ => true, Finset.mem_univ _, mul_pos (Real.exp_pos _) (hx _ ?_)⟩
    rw [hfull]
    exact mul_ne_zero (mul_ne_zero hβ.ne' ha) hN.ne'
  have hS : 0 < β * ((μ + z * ε / 2) * ∑ c : V → Bool, magnetisation c * weight G β ε μ c *
      (1 - Real.exp (-(β * (μ + z * ε / 2) * magnetisation c)))) := by
    refine lt_of_lt_of_eq hT ?_
    rw [Finset.mul_sum, Finset.mul_sum]
    exact Finset.sum_congr rfl fun c _ => by ring
  have hZ : 0 < ∑ c : V → Bool, weight G β ε μ c :=
    Finset.sum_pos (fun c _ => Real.exp_pos _) Finset.univ_nonempty
  rw [coverage_sub_half hG, ← mul_div_assoc]
  exact div_pos (pos_of_mul_pos_right hS hβ.le) (mul_pos (by linarith) hZ)
```

For the equivalence, a coverage of one half with $a\ne0$ would make the strictly positive product zero. Conversely, $a=0$ removes every term of the paired sum.

```lean
/-- At positive temperature the mean coverage of a regular lattice is one half exactly when
the chemical potential is `-z ε/2`. -/
theorem coverage_eq_half_iff (hG : G.IsRegularOfDegree z) {β ε μ : ℝ} (hβ : 0 < β) :
    coverage G β ε μ = 1 / 2 ↔ μ = -(z * ε / 2) := by
  constructor
  · intro h
    by_contra hne
    have hs := coverage_sign hG hβ (ε := ε) (μ := μ) (fun h0 => hne (by linarith))
    rw [h, sub_self, mul_zero] at hs
    exact lt_irrefl _ hs
  · intro h
    have ha : μ + z * ε / 2 = 0 := by linarith
    have hc := coverage_sub_half hG β ε μ
    simp only [ha, mul_zero, zero_mul, neg_zero, Real.exp_zero, sub_self,
      Finset.sum_const_zero, zero_div] at hc
    linarith
```

The strict inequality follows from the same sign statement, with `nlinarith` ruling out factors of opposite sign.

```lean
/-- At positive temperature the mean coverage of a regular lattice exceeds one half exactly when the
chemical potential exceeds `-z ε/2`. -/
theorem half_lt_coverage_iff (hG : G.IsRegularOfDegree z) {β ε μ : ℝ} (hβ : 0 < β) :
    1 / 2 < coverage G β ε μ ↔ -(z * ε / 2) < μ := by
  constructor
  · intro h
    have ha : μ + z * ε / 2 ≠ 0 := fun h0 =>
      h.ne' ((coverage_eq_half_iff hG hβ).2 (by linarith))
    have hs := coverage_sign hG hβ ha
    by_contra hn
    nlinarith
  · intro h
    have ha : 0 < μ + z * ε / 2 := by linarith
    have hs := coverage_sign hG hβ ha.ne'
    by_contra hn
    nlinarith

end

end LatticeGasIsing
```

```lean
#print axioms LatticeGasIsing.half_lt_coverage_iff
```

```
'LatticeGasIsing.half_lt_coverage_iff' depends on axioms: [propext, Classical.choice, Quot.sound]
```

These are statements about exact averages on a finite lattice, for either sign of $\varepsilon$; they do not address the infinite-lattice limit or phase coexistence. A single-site Monte Carlo run with attraction strong compared with $k_{\rm B}T$ (large $\beta\varepsilon$) can stay in a dense or dilute state for a long time and report a coverage far from $\tfrac12$ at $\mu=-z\varepsilon/2$. Since the exact average there is $\tfrac12$, such a result signals poor sampling.
